# Equal particle-number fluctuations of a region and its complement in a Slater determinant

Divide a molecule into a fragment and the rest. Even when the total number of electrons is fixed, the number found on the fragment generally fluctuates. How large is this fluctuation for a single Slater determinant, how does it compare with that of the rest, and when does it vanish?

Work in a finite orthonormal basis of spin orbitals, indexed by `n`.

```lean
import Mathlib

open Matrix
open scoped ComplexOrder

namespace RegionNumberFluctuations

noncomputable section

variable {n : Type*} [Fintype n] [DecidableEq n]
```

Let $D$ be the one-particle density matrix and $A$ the matrix that selects the region. For a determinant, $D$ projects onto the occupied space, and $A$ projects onto the orbitals of the region. Both are then Hermitian idempotents, which `IsProjector` records. A real-space region restricted to a finite basis generally gives a matrix that is not idempotent, and the results that require a projector $A$ do not apply to it.

```lean
/-- An orthogonal projector: a Hermitian idempotent complex matrix. -/
structure IsProjector (P : Matrix n n ℂ) : Prop where
  herm : P.IsHermitian
  idem : P * P = P
```

With $D_{ik}=\langle a_k^\dagger a_i\rangle$, the number operator of the region is $N=\sum_{ki}A_{ki}\,a_k^\dagger a_i$, with mean $\langle N\rangle=\operatorname{tr}(AD)$. Its square has a two-body part, which needs $\langle a_k^\dagger a_l^\dagger a_j a_i\rangle$. In a determinant this is a direct term minus an exchange term, the only correlation being that of antisymmetry. The factorisation enters as a definition and is not derived from Fock space.

```lean
/-- The two-particle density matrix of a Slater determinant with one-particle density
matrix `D`: the direct term minus the exchange term. -/
def pairDensity (D : Matrix n n ℂ) (i j k l : n) : ℂ :=
  D i k * D j l - D i l * D j k
```

Normal ordering $N^2$ leaves the one-body part $\operatorname{tr}(AAD)$ beside the two-body sum. Write $V(A)=\langle N^2\rangle-\langle N\rangle^2$ for the variance at fixed $D$; in Lean it is `numberVariance D A`. For a real-space region whose matrix $A$ in the finite basis is not idempotent, the square of the electron number has the one-body part $\operatorname{tr}(AD)$ instead, so $V(A)$ is in general not the variance of that number.

```lean
/-- The variance `⟨N²⟩ - ⟨N⟩²` of the one-body operator `N` with matrix `A` in a Slater determinant
with one-particle density matrix `D`, where `⟨N²⟩` is the sum of a one-body part and a two-body
part. For any other matrix `D` it is defined by the same expression. -/
def numberVariance (D A : Matrix n n ℂ) : ℂ :=
  (trace (A * A * D) + ∑ k, ∑ i, ∑ l, ∑ j, A k i * A l j * pairDensity D i j k l)
    - trace (A * D) ^ 2
```

## (a) The variance as two traces

**Task.** Show that for all complex matrices $D$ and $A$
$$V(A)=\operatorname{tr}(AAD)-\operatorname{tr}(ADAD).$$

**Solution.** The direct term factorises and cancels the squared mean:
$$\sum_{kilj}A_{ki}D_{ik}\,A_{lj}D_{jl}=\operatorname{tr}(AD)^2.$$
The exchange term closes into a single cycle:
$$\sum_{kilj}A_{ki}D_{il}A_{lj}D_{jk}=\operatorname{tr}(ADAD).$$
It enters with a minus sign, and the one-body part remains.

In the code, `h1` and `h2` are these two sums, and `h3` combines them.

```lean
omit [DecidableEq n] in
/-- The direct term cancels the squared mean, and the variance is `tr(AAD) - tr(ADAD)`. -/
theorem numberVariance_eq (D A : Matrix n n ℂ) :
    numberVariance D A = trace (A * A * D) - trace (A * D * (A * D)) := by
  -- direct term
  have h1 : ∑ k, ∑ i, ∑ l, ∑ j, (A k i * D i k) * (A l j * D j l)
      = trace (A * D) * trace (A * D) := by
    simp only [← Finset.mul_sum, ← Finset.sum_mul, Matrix.trace, Matrix.diag_apply,
      Matrix.mul_apply]
  -- exchange term
  have h2 : ∑ k, ∑ i, ∑ l, ∑ j, (A k i * D i l) * (A l j * D j k)
      = trace (A * D * (A * D)) := by
    simp only [Matrix.trace, Matrix.diag_apply, Matrix.mul_apply, Finset.sum_mul_sum]
    exact Finset.sum_congr rfl fun k _ => Finset.sum_comm
  have h3 : ∑ k, ∑ i, ∑ l, ∑ j, A k i * A l j * pairDensity D i j k l
      = trace (A * D) * trace (A * D) - trace (A * D * (A * D)) := by
    rw [← h1, ← h2]
    simp only [← Finset.sum_sub_distrib]
    refine Finset.sum_congr rfl fun k _ => Finset.sum_congr rfl fun i _ =>
      Finset.sum_congr rfl fun l _ => Finset.sum_congr rfl fun j _ => ?_
    unfold pairDensity
    ring
  rw [numberVariance, h3]
  ring
```

## (b) The variance for an idempotent region matrix

**Task.** Let $A^2=A$, with $D$ arbitrary. Show that
$$V(A)=\operatorname{tr}\big(ADA-(ADA)^2\big).$$

**Solution.** Cyclicity gives $\operatorname{tr}(ADA)=\operatorname{tr}(AAD)$. Also $(ADA)^2=AD(AA)DA=ADADA$, whose trace is $\operatorname{tr}(AADAD)=\operatorname{tr}(ADAD)$. Insert both into (a).

The cyclic steps are the uses of `Matrix.trace_mul_comm`.

```lean
/-- For an idempotent `A`, the variance is the trace of `ADA - (ADA)²`. -/
theorem numberVariance_eq_trace (D : Matrix n n ℂ) {A : Matrix n n ℂ} (hA : A * A = A) :
    numberVariance D A = trace (A * D * A - (A * D * A) ^ 2) := by
  have h1 : trace (A * D * A) = trace (A * A * D) := by
    rw [Matrix.trace_mul_comm, ← mul_assoc]
  have h2 : trace ((A * D * A) ^ 2) = trace (A * D * (A * D)) := by
    have e : (A * D * A) ^ 2 = A * D * (A * A) * D * A := by
      rw [pow_two]
      simp only [mul_assoc]
    rw [e, hA, Matrix.trace_mul_comm]
    simp only [← mul_assoc, hA]
  rw [numberVariance_eq, Matrix.trace_sub, h1, h2]
```

## (c) Exchanging the region for its complement

**Task.** Let $D^2=D$, with $A$ arbitrary. Show that
$$V(1-A)=V(A).$$

**Solution.** Expand both traces of (a), using $D^2=D$ and cyclicity:
$$\operatorname{tr}\big((1-A)^2D\big)=\operatorname{tr}D-2\operatorname{tr}(AD)+\operatorname{tr}(AAD),$$
$$\operatorname{tr}\big((1-A)D(1-A)D\big)=\operatorname{tr}D-2\operatorname{tr}(AD)+\operatorname{tr}(ADAD).$$
The difference is $V(A)$. Physically, the total number is sharp in a determinant, so a surplus in the region is a deficit outside it.

The expansions are `e1` and `e2`, proved by `noncomm_ring`, which respects the order of the factors.

```lean
/-- For an idempotent density matrix, the one-body operators with matrices `A` and `1 - A`
have the same variance. -/
theorem numberVariance_compl {D : Matrix n n ℂ} (hD : D * D = D) (A : Matrix n n ℂ) :
    numberVariance D (1 - A) = numberVariance D A := by
  have e1 : (1 - A) * (1 - A) * D = D - A * D - A * D + A * A * D := by noncomm_ring
  have e2 : (1 - A) * D * ((1 - A) * D)
      = D * D - D * (A * D) - A * (D * D) + A * D * (A * D) := by noncomm_ring
  have e3 : trace (D * (A * D)) = trace (A * D) := by
    rw [Matrix.trace_mul_comm, mul_assoc, hD]
  rw [numberVariance_eq, numberVariance_eq, e1, e2, hD]
  simp only [Matrix.trace_add, Matrix.trace_sub, e3]
  ring
```

## (d) A trace as a sum of squares

**Task.** Show that every complex matrix $X$ satisfies
$$\operatorname{tr}(X^\dagger X)=\sum_{ij}|X_{ij}|^2.$$

**Solution.** The diagonal element $(X^\dagger X)_{jj}$ is $\sum_i\overline{X_{ij}}X_{ij}=\sum_i|X_{ij}|^2$. Sum over $j$ and exchange the two sums.

The right-hand side in Lean is a real number embedded in `ℂ`, so the statement also says that the trace is real.

```lean
omit [DecidableEq n] in
/-- The trace of `Xᴴ * X` is the sum of the squared moduli of the entries of `X`. -/
theorem trace_star_mul_self (X : Matrix n n ℂ) :
    trace (Xᴴ * X) = ((∑ i, ∑ j, ‖X i j‖ ^ 2 : ℝ) : ℂ) := by
  simp only [Matrix.trace, Matrix.diag_apply, Matrix.mul_apply, Matrix.conjTranspose_apply]
  rw [Finset.sum_comm]
  simp only [Complex.ofReal_sum]
  refine Finset.sum_congr rfl fun i _ => Finset.sum_congr rfl fun j _ => ?_
  rw [← Complex.normSq_eq_norm_sq, Complex.normSq_eq_conj_mul_self]
  rfl
```

## (e) Fluctuation as coupling across the boundary

**Task.** For projectors $D$ and $A$, show that
$$V(A)=\sum_{ij}\big|\big((1-A)DA\big)_{ij}\big|^2.$$

**Solution.** Put $X=(1-A)DA$, so that $X^\dagger=AD(1-A)$. Then
$$X^\dagger X=AD^2A-2\,ADADA+AD A^2DA=ADA-ADADA=ADA-(ADA)^2.$$
Take the trace and use (b) and (d). If each basis orbital belongs either to the fragment or to its surroundings, the variance of the fragment's population in a determinant is therefore the sum of the squared moduli of the density-matrix elements between the two, with each pair of orbitals counted once.

Here `hX` computes the adjoint and `e1` is the expansion before idempotence is used.

```lean
/-- For projectors `D` and `A`, the variance is the sum of the squared moduli of the entries of
`(1 - A) * D * A`, one of the two blocks of `D` that connect the region with its complement. -/
theorem numberVariance_eq_coupling {D A : Matrix n n ℂ} (hD : IsProjector D)
    (hA : IsProjector A) :
    numberVariance D A = ((∑ i, ∑ j, ‖((1 - A) * D * A) i j‖ ^ 2 : ℝ) : ℂ) := by
  have hX : ((1 - A) * D * A)ᴴ = A * D * (1 - A) := by
    simp only [Matrix.conjTranspose_mul, Matrix.conjTranspose_sub, Matrix.conjTranspose_one,
      hA.herm.eq, hD.herm.eq, mul_assoc]
  have e1 : A * D * (1 - A) * ((1 - A) * D * A)
      = A * (D * D) * A - A * D * A * D * A - A * D * A * D * A
        + A * D * (A * A) * D * A := by noncomm_ring
  have e2 : (A * D * A) ^ 2 = A * D * (A * A) * D * A := by
    rw [pow_two]
    simp only [mul_assoc]
  rw [← trace_star_mul_self, hX, numberVariance_eq_trace D hA.idem, e1, e2, hD.idem, hA.idem]
  congr 1
  abel
```

## (f) Equal and nonnegative fluctuations

**Task.** Let $D$ and $A$ be projectors and $B=1-A$. Show that
$$\operatorname{tr}\big(ADA-(ADA)^2\big)=\operatorname{tr}\big(BDB-(BDB)^2\big),$$
and that both sides are nonnegative.

**Solution.** Since $B^2=1-2A+A^2=B$, part (b) applies to $B$ as well, and the two sides are $V(A)$ and $V(B)$. They agree by (c). By (e), $V(A)$ is a sum of squares.

For a numerical instance, place one electron in the normalised orbital $(2,1)/\sqrt5$ on two sites and take the first site as the region:
$$D=\begin{pmatrix}0.8&0.4\\0.4&0.2\end{pmatrix},\qquad A=\begin{pmatrix}1&0\\0&0\end{pmatrix}.$$
The region gives $0.8-0.8^2=0.16$ and the complement $0.2-0.2^2=0.16$. The coupling element gives $0.4^2=0.16$ again.

In the theorem, `0 ≤` refers to the order on complex numbers, in which it means real and nonnegative. The steps `hBB`, `heq` and `hpos` are the three steps of the solution.

```lean
/-- In a Slater determinant with projector `D`, the number fluctuations of a region with
projector `A` and of its complement `1 - A` are equal, and both are nonnegative. -/
theorem region_complement_fluctuations {D A B : Matrix n n ℂ} (hD : IsProjector D)
    (hA : IsProjector A) (hB : B = 1 - A) :
    trace (A * D * A - (A * D * A) ^ 2) = trace (B * D * B - (B * D * B) ^ 2) ∧
      0 ≤ trace (A * D * A - (A * D * A) ^ 2) ∧
      0 ≤ trace (B * D * B - (B * D * B) ^ 2) := by
  have hBB : B * B = B := by
    have e : (1 - A) * (1 - A) = 1 - A - A + A * A := by noncomm_ring
    rw [hB, e, hA.idem]
    abel
  have heq : numberVariance D B = numberVariance D A := by
    rw [hB, numberVariance_compl hD.idem]
  have hpos : 0 ≤ numberVariance D A := by
    rw [numberVariance_eq_coupling hD hA]
    exact Complex.zero_le_real.mpr
      (Finset.sum_nonneg fun i _ => Finset.sum_nonneg fun j _ => sq_nonneg _)
  rw [← numberVariance_eq_trace D hA.idem, ← numberVariance_eq_trace D hBB, heq]
  exact ⟨rfl, hpos, hpos⟩
```

## (g) When the number is sharp

**Task.** For projectors $D$ and $A$, show that
$$V(A)=0\iff AD=DA.$$

**Solution.** If $V(A)=0$, every term of the sum in (e) vanishes, so $(1-A)DA=0$, that is, $DA=ADA$. The adjoint of this equation is $AD=ADA$, hence $AD=DA$. Conversely, if $A$ and $D$ commute, then $ADA=AAD=AD=DA$, so $(1-A)DA=0$ and the sum is zero. In the commuting case the occupied orbitals can be chosen so that each lies wholly inside or wholly outside the region.

The code extracts the vanishing entries with `Finset.sum_eq_zero_iff_of_nonneg`, once for each of the two sums.

```lean
/-- For projectors `D` and `A`, the number of particles in the region does not fluctuate
exactly when `A` commutes with `D`. -/
theorem numberVariance_eq_zero_iff {D A : Matrix n n ℂ} (hD : IsProjector D)
    (hA : IsProjector A) : numberVariance D A = 0 ↔ A * D = D * A := by
  have e : (1 - A) * D * A = D * A - A * D * A := by noncomm_ring
  rw [numberVariance_eq_coupling hD hA]
  constructor
  · intro h
    have hs := Complex.ofReal_eq_zero.mp h
    -- a vanishing sum of squares forces every coupling element to vanish
    have hX : (1 - A) * D * A = 0 := by
      ext i j
      have hi := (Finset.sum_eq_zero_iff_of_nonneg
        (fun i _ => Finset.sum_nonneg fun j _ => sq_nonneg _)).mp hs i (Finset.mem_univ i)
      have hj := (Finset.sum_eq_zero_iff_of_nonneg
        (fun j _ => sq_nonneg _)).mp hi j (Finset.mem_univ j)
      exact norm_eq_zero.mp ((pow_eq_zero_iff two_ne_zero).mp hj)
    have h1 : D * A = A * D * A := sub_eq_zero.mp (e.symm.trans hX)
    have h2 := congrArg Matrix.conjTranspose h1
    simp only [Matrix.conjTranspose_mul, hA.herm.eq, hD.herm.eq] at h2
    exact h2.trans ((mul_assoc A D A).symm.trans h1.symm)
  · intro h
    have hX : (1 - A) * D * A = 0 := by
      rw [e, mul_assoc, ← h, ← mul_assoc, hA.idem, sub_self]
    rw [hX]
    simp
```

## (h) A bound from the size of the region

**Task.** Let $D$ be Hermitian and $A$ a projector. Show that
$$4V(A)\le\operatorname{tr}A.$$

**Solution.** Put $M=ADA$, which is Hermitian and satisfies $AM=MA=M$. Then $A-2M$ is Hermitian, and by (d) its square has nonnegative trace:
$$0\le\operatorname{tr}(A-2M)^2=\operatorname{tr}A-4\operatorname{tr}(M-M^2)=\operatorname{tr}A-4V(A).$$
The last step is (b). Since $\operatorname{tr}A$ counts the spin orbitals in the region, each contributes at most a quarter on average. The inequality for the expression $V(A)$ does not use idempotence of $D$. Without it, however, $V(A)$ is not the variance in a determinant, and the true variance in a correlated state can exceed the bound.

The square is expanded in `hY`, and `key` identifies its trace.

```lean
/-- For a Hermitian `D` and a projector `A`, the expression `numberVariance D A` is at most a
quarter of the number of orbitals `tr A` in the region. -/
theorem four_mul_numberVariance_le {D A : Matrix n n ℂ} (hD : D.IsHermitian)
    (hA : IsProjector A) : 4 * numberVariance D A ≤ trace A := by
  obtain ⟨M, hM⟩ : ∃ M, M = A * D * A := ⟨_, rfl⟩
  have hMh : Mᴴ = M := by
    simp only [hM, Matrix.conjTranspose_mul, hA.herm.eq, hD.eq, mul_assoc]
  have hAM : A * M = M := by
    rw [hM]
    simp only [← mul_assoc, hA.idem]
  have hMA : M * A = M := by rw [hM, mul_assoc, hA.idem]
  -- the square of `A - 2M` has nonnegative trace
  have hY : (A - (M + M))ᴴ * (A - (M + M))
      = A - (M + M) - (M + M) + (M * M + M * M + (M * M + M * M)) := by
    rw [Matrix.conjTranspose_sub, Matrix.conjTranspose_add, hMh, hA.herm.eq]
    simp only [sub_mul, mul_sub, add_mul, mul_add, hAM, hMA, hA.idem]
    abel
  have hpos : 0 ≤ trace ((A - (M + M))ᴴ * (A - (M + M))) := by
    rw [trace_star_mul_self]
    exact Complex.zero_le_real.mpr
      (Finset.sum_nonneg fun i _ => Finset.sum_nonneg fun j _ => sq_nonneg _)
  have key : trace ((A - (M + M))ᴴ * (A - (M + M)))
      = trace A - 4 * numberVariance D A := by
    rw [hY, numberVariance_eq_trace D hA.idem, ← hM, pow_two]
    simp only [Matrix.trace_add, Matrix.trace_sub]
    ring
  rw [key] at hpos
  exact sub_nonneg.mp hpos
```

## (i) A two-site bond that attains the bound

**Task.** One electron occupies the normalised orbital $(1,1)/\sqrt2$ on two sites, with density matrix `bond`.

```lean
/-- The density matrix of one particle shared equally, and in phase, by two sites. -/
def bond : Matrix (Fin 2) (Fin 2) ℂ := !![1/2, 1/2; 1/2, 1/2]
```

The region is the first site, with matrix `firstSite`.

```lean
/-- The projector onto the first of two sites. -/
def firstSite : Matrix (Fin 2) (Fin 2) ℂ := !![1, 0; 0, 0]
```

Show that both matrices are projectors and that
$$V(A)=\tfrac14,\qquad \operatorname{tr}A=1.$$

**Solution.** Both matrices are real and symmetric. Each entry of $D^2$ is $\tfrac14+\tfrac14=\tfrac12$, so $D^2=D$, and $A^2=A$ is immediate. From (a),
$$V(A)=D_{11}-D_{11}^2=\tfrac12-\tfrac14=\tfrac14.$$
This is the variance of a fair yes-or-no outcome: the electron is on the first site or it is not. With $\operatorname{tr}A=1$, equality holds in (h).

Lean checks the matrix identities entry by entry with `fin_cases` and evaluates the variance through `numberVariance_eq`.

```lean
/-- The two-site bond and its first site are projectors; the variance is `1/4` and the region
holds one orbital, so the bound by a quarter of `tr A` is attained. -/
theorem bond_witness : IsProjector bond ∧ IsProjector firstSite ∧
    numberVariance bond firstSite = 1 / 4 ∧ trace firstSite = 1 := by
  refine ⟨⟨?_, ?_⟩, ⟨?_, ?_⟩, ?_, ?_⟩
  · exact Matrix.IsHermitian.ext fun i j => by fin_cases i <;> fin_cases j <;> simp [bond]
  · ext i j
    fin_cases i <;> fin_cases j <;>
      norm_num [bond, Matrix.mul_apply, Fin.sum_univ_succ]
  · exact Matrix.IsHermitian.ext fun i j => by
      fin_cases i <;> fin_cases j <;> simp [firstSite]
  · ext i j
    fin_cases i <;> fin_cases j <;> simp [firstSite, Matrix.mul_apply, Fin.sum_univ_succ]
  · rw [numberVariance_eq]
    norm_num [bond, firstSite, Matrix.trace_fin_two, Matrix.mul_apply, Fin.sum_univ_succ]
  · simp [firstSite, Matrix.trace_fin_two]

end

end RegionNumberFluctuations
```

```lean
#print axioms RegionNumberFluctuations.region_complement_fluctuations
-- 'RegionNumberFluctuations.region_complement_fluctuations' depends on axioms: [propext, Classical.choice, Quot.sound]
#print axioms RegionNumberFluctuations.numberVariance_eq_zero_iff
-- 'RegionNumberFluctuations.numberVariance_eq_zero_iff' depends on axioms: [propext, Classical.choice, Quot.sound]
#print axioms RegionNumberFluctuations.four_mul_numberVariance_le
-- 'RegionNumberFluctuations.four_mul_numberVariance_le' depends on axioms: [propext, Classical.choice, Quot.sound]
```
